# Centrifugal distortion of a harmonic bond: the Kratzer constant with explicit error bounds

When the rotational lines of a diatomic molecule are fitted, a starting value for the quartic distortion constant can be computed from the rotational constant \(B\) and the harmonic wavenumber \(w\) as \(D = 4B^3/w^2\). The theorems below justify this value, with error bounds, for a harmonic bond whose length relaxes classically at each \(J\). Zero-point motion and anharmonicity are left out, so this is Kratzer's relation for a minimised energy and not for the quantum levels of a vibrating rotor.

## The stretched rotor and its constants

```lean
import Mathlib

open Set

namespace KratzerCentrifugalDistortion

noncomputable section
```

This loads the Mathlib library and lets set notation be written briefly.

```lean
/-- Energy of a rotating harmonic bond at fractional stretch `x > -1`: elastic energy `a x²`
plus rotational energy `t / (1 + x)²`, where `t` is the rigid-rotor energy. -/
def effEnergy (a t x : ℝ) : ℝ := a * x ^ 2 + t / (1 + x) ^ 2
```

For real \(a, t, x\), this defines
\[ E(x) = a x^2 + \frac{t}{(1+x)^2}. \]
Here \(x = (r-r_e)/r_e\) is the fractional stretch from the equilibrium length \(r_e\), \(a\) is the elastic constant and \(t\) the rigid-rotor energy.

```lean
/-- The infimum of the energy over all physical stretches `x > -1`, for `a ≥ 0` and `t ≥ 0`. -/
def relaxedEnergy (a t : ℝ) : ℝ := sInf (effEnergy a t '' Ioi (-1))
```

`Ioi (-1)` is the set of stretches \(x > -1\), that is, positive bond lengths. The symbol `''` collects the energies at those stretches, and `sInf` takes their infimum.

```lean
/-- Elastic constant `w² / (4B)` of the fractional stretch, for rotational constant `B ≠ 0`
and harmonic wavenumber `w`. -/
def stiffness (B w : ℝ) : ℝ := w ^ 2 / (4 * B)
```

This sets \(a = w^2/(4B)\), with \(B\) and \(w\) in the same unit. It is the coefficient of \(x^2\) in the harmonic energy \(\tfrac12 k(r-r_e)^2 = \tfrac12 k r_e^2 x^2\), where \(k\) is the force constant. With reduced mass \(\mu\), and with both constants expressed as energies, \(B=\hbar^2/(2\mu r_e^2)\) and \(w=\hbar\sqrt{k/\mu}\), so \(\tfrac12 k r_e^2 = \mu w^2 r_e^2/(2\hbar^2) = w^2/(4B)\). The file takes this value as a definition.

```lean
/-- The Kratzer value `4B³ / w²` of the quartic distortion constant, for `w ≠ 0`. -/
def kratzerD (B w : ℝ) : ℝ := 4 * B ^ 3 / w ^ 2
```

This is \(D = 4B^3/w^2\).

```lean
/-- The sextic distortion constant `48B⁵ / w⁴` of the harmonic bond, for `w ≠ 0`. -/
def sexticH (B w : ℝ) : ℝ := 48 * B ^ 5 / w ^ 4
```

This is \(H = 48B^5/w^4\), the next constant for a purely harmonic bond.

```lean
/-- Relaxed energy of the rotor with quantum number `J`, for `B > 0`. -/
def rotorLevel (B w : ℝ) (J : ℕ) : ℝ :=
  relaxedEnergy (stiffness B w) (B * ((J : ℝ) * ((J : ℝ) + 1)))
```

The rotor level is the relaxed energy at \(t = BJ(J+1)\). `J : ℕ` makes \(J\) a natural number, and `(J : ℝ)` treats it as a real one.

## Force balance locates the minimum

```lean
/-- Some nonnegative stretch balances the elastic and centrifugal forces:
`a x (1 + x)³ = t`. -/
theorem exists_force_balance {a t : ℝ} (ha : 0 < a) (ht : 0 ≤ t) :
    ∃ x : ℝ, 0 ≤ x ∧ a * x * (1 + x) ^ 3 = t := by
  have h0 : 0 ≤ t / a := by positivity
  have hc : ContinuousOn (fun x : ℝ => a * x * (1 + x) ^ 3) (Icc 0 (t / a)) := by
    fun_prop
  -- at the stretch `t / a` the elastic side already exceeds `t`
  have hend : t ≤ a * (t / a) * (1 + t / a) ^ 3 := by
    have h1 : a * (t / a) = t := by field_simp
    rw [h1]
    exact le_mul_of_one_le_right ht (one_le_pow₀ (by linarith))
  have hmem : t ∈ Icc (a * 0 * (1 + 0) ^ 3) (a * (t / a) * (1 + t / a) ^ 3) :=
    ⟨by simpa using ht, hend⟩
  obtain ⟨x, hx, hxt⟩ := intermediate_value_Icc h0 hc hmem
  exact ⟨x, hx.1, hxt⟩
```

Setting \(E'(x) = 2ax - 2t/(1+x)^3\) to zero gives \(ax(1+x)^3 = t\). For \(a>0\) and \(t\ge 0\) a solution \(x \ge 0\) exists: the left side is \(0\) at \(x=0\) and at least \(t\) at \(x=t/a\), so the intermediate value theorem, `intermediate_value_Icc`, applies.

```lean
/-- When `t = a x (1 + x)³`, the energy at any stretch `y > -1` exceeds `a x (1 + 2x)` by
`a (y - x)²` times an explicit factor. -/
theorem excess_energy (a x : ℝ) {y : ℝ} (hy : -1 < y) :
    effEnergy a (a * x * (1 + x) ^ 3) y - a * x * (1 + 2 * x) =
      a * (y - x) ^ 2 * (1 + x * (3 + x + 2 * y) / (1 + y) ^ 2) := by
  have h : 1 + y ≠ 0 := by linarith
  unfold effEnergy
  field_simp
  ring
```

At balance, \(E(x) = ax^2 + ax(1+x) = ax(1+2x)\). For another stretch \(y\), write \(u=1+x\) and \(v=1+y\). Then
\[
\begin{aligned}
E(y)-E(x) &= a(y^2-x^2) + axu\,\frac{u^2-v^2}{v^2}\\
&= a(y-x)\left[(y-x) + x\,\frac{2v^2-uv-u^2}{v^2}\right]\\
&= a(y-x)^2\left[1+\frac{x(2v+u)}{v^2}\right],
\end{aligned}
\]
since \(2v^2-uv-u^2=(v-u)(2v+u)\). Here \(2v+u = 3+x+2y\). Lean clears the denominators with `field_simp` and checks the polynomial identity with `ring`.

```lean
/-- If the forces balance at `x ≥ 0`, the least energy over all physical stretches is
`a x (1 + 2x)`. -/
theorem isLeast_energy {a x : ℝ} (ha : 0 < a) (hx : 0 ≤ x) :
    IsLeast (effEnergy a (a * x * (1 + x) ^ 3) '' Ioi (-1)) (a * x * (1 + 2 * x)) := by
  constructor
  · have hx1 : -1 < x := by linarith
    refine ⟨x, hx1, ?_⟩
    have h := excess_energy a x hx1
    linear_combination h
  · rintro _ ⟨y, hy, rfl⟩
    have hy1 : -1 < y := hy
    have h := excess_energy a x hy1
    -- the excess energy is a product of nonnegative factors
    have h3 : 0 ≤ 3 + x + 2 * y := by linarith
    have h4 : 0 ≤ x * (3 + x + 2 * y) / (1 + y) ^ 2 :=
      div_nonneg (mul_nonneg hx h3) (sq_nonneg _)
    have h5 : 0 ≤ 1 + x * (3 + x + 2 * y) / (1 + y) ^ 2 := by linarith
    have h6 := mul_nonneg (mul_nonneg ha.le (sq_nonneg (y - x))) h5
    linarith
```

`IsLeast` says that the value is attained and that no other energy lies below it. The first part is the identity at \(y=x\). The second holds because \(a>0\), \(x\ge0\) and \(y>-1\) make every factor of the excess nonnegative.

## Bounds in powers of the rotational energy

```lean
/-- The relaxed energy lies between `t - t²/a` and `t - t²/a + 3t³/a²`, and it falls short of
the upper value by at most `13t⁴/a³`. -/
theorem relaxedEnergy_bounds {a t : ℝ} (ha : 0 < a) (ht : 0 ≤ t) :
    t - t ^ 2 / a ≤ relaxedEnergy a t ∧
    relaxedEnergy a t ≤ t - t ^ 2 / a + 3 * t ^ 3 / a ^ 2 ∧
    t - t ^ 2 / a + 3 * t ^ 3 / a ^ 2 - 13 * t ^ 4 / a ^ 3 ≤ relaxedEnergy a t := by
  obtain ⟨x, hx, hxt⟩ := exists_force_balance ha ht
  have hE : relaxedEnergy a t = a * x * (1 + 2 * x) := by
    rw [← hxt]
    exact (isLeast_energy ha hx).csInf_eq
  -- express every term through the equilibrium stretch
  have e2 : t ^ 2 / a = a * (x * (1 + x) ^ 3) ^ 2 := by
    rw [div_eq_iff ha.ne', ← hxt]
    ring
  have e3 : 3 * t ^ 3 / a ^ 2 = 3 * a * (x * (1 + x) ^ 3) ^ 3 := by
    rw [div_eq_iff (pow_ne_zero 2 ha.ne'), ← hxt]
    ring
  have e4 : 13 * t ^ 4 / a ^ 3 = 13 * a * (x * (1 + x) ^ 3) ^ 4 := by
    rw [div_eq_iff (pow_ne_zero 3 ha.ne'), ← hxt]
    ring
  rw [hE, e2, e3, e4, ← hxt]
  -- each gap is a polynomial in `x` with nonnegative coefficients
  refine ⟨?_, ?_, ?_⟩
  · have h : 0 ≤ a * x ^ 3 * (3 + 14 * x + 20 * x ^ 2 + 15 * x ^ 3 + 6 * x ^ 4 + x ^ 5) := by
      positivity
    linear_combination h
  · have h : 0 ≤ a * x ^ 4 * (13 + 88 * x + 237 * x ^ 2 + 372 * x ^ 3 + 377 * x ^ 4
        + 252 * x ^ 5 + 108 * x ^ 6 + 27 * x ^ 7 + 3 * x ^ 8) := by
      positivity
    linear_combination h
  · have h : 0 ≤ a * x ^ 5 * (68 + 621 * x + 2488 * x ^ 2 + 6058 * x ^ 3 + 10044 * x ^ 4
        + 11904 * x ^ 5 + 10269 * x ^ 6 + 6432 * x ^ 7 + 2860 * x ^ 8 + 858 * x ^ 9
        + 156 * x ^ 10 + 13 * x ^ 11) := by
      positivity
    linear_combination h
```

For \(a>0\) and \(t\ge0\), the three inequalities give
\[ t-\frac{t^2}{a} \le E_{\min} \le t-\frac{t^2}{a}+\frac{3t^3}{a^2}, \]
with \(E_{\min}\) at most \(13t^4/a^3\) below the upper value. Put \(s=t/a=x(1+x)^3\), so that \(E_{\min}/a = x+2x^2\). The first gap, divided by \(a\), is
\[ g_1 = x+2x^2-s+s^2 = x^3(3+14x+20x^2+15x^3+6x^4+x^5). \]
The second is \(g_2 = 3s^3-g_1\) and the third \(g_3 = 13s^4-g_2\). Expanding \(s^3=x^3(1+x)^9\) and \(s^4=x^4(1+x)^{12}\) gives the polynomials in the code. All their coefficients are nonnegative, which `positivity` uses; `linear_combination` checks the expansions.

The condition \(a>0\) stands for a bond that resists stretching. With \(a=0\) and \(t=1\) the energy \(1/(1+x)^2\) has infimum \(0\); Lean sets \(1/0=0\), so the lower bound would read \(1\le0\).

```lean
/-- The Kratzer value of the quartic distortion constant times the elastic constant of the
fractional stretch is `B²`. -/
theorem kratzer_relation {B w : ℝ} (hB : 0 < B) (hw : 0 < w) :
    kratzerD B w * stiffness B w = B ^ 2 := by
  unfold kratzerD stiffness
  rw [div_mul_div_comm, div_eq_iff (by positivity)]
  ring
```

For \(B,w>0\), cancelling factors gives \(Da=B^2\). This is only algebra between the two definitions; the link between \(D\) and the energy of the rotor is made in `rotorLevel_bounds` below.

```lean
/-- The sextic distortion constant times the squared elastic constant is `3B³`. -/
theorem sextic_relation {B w : ℝ} (hB : 0 < B) (hw : 0 < w) :
    sexticH B w * stiffness B w ^ 2 = 3 * B ^ 3 := by
  unfold sexticH stiffness
  rw [div_pow, div_mul_div_comm, div_eq_iff (by positivity)]
  ring
```

In the same way, \(Ha^2=3B^3\).

```lean
/-- With `N = J(J+1)`, the relaxed rotor level lies between `BN - DN²` and `BN - DN² + HN³`,
and it falls short of the upper value by at most `832 (B⁷/w⁶) N⁴`. -/
theorem rotorLevel_bounds {B w : ℝ} (hB : 0 < B) (hw : 0 < w) (J : ℕ) {N : ℝ}
    (hN : N = (J : ℝ) * ((J : ℝ) + 1)) :
    B * N - kratzerD B w * N ^ 2 ≤ rotorLevel B w J ∧
    rotorLevel B w J ≤ B * N - kratzerD B w * N ^ 2 + sexticH B w * N ^ 3 ∧
    B * N - kratzerD B w * N ^ 2 + sexticH B w * N ^ 3 - 832 * B ^ 7 / w ^ 6 * N ^ 4
      ≤ rotorLevel B w J := by
  have hN0 : 0 ≤ N := by rw [hN]; positivity
  have ha : 0 < stiffness B w := by unfold stiffness; positivity
  have h4 : 832 * B ^ 7 / w ^ 6 * stiffness B w ^ 3 = 13 * B ^ 4 := by
    unfold stiffness
    rw [div_pow, div_mul_div_comm, div_eq_iff (by positivity)]
    ring
  -- translate powers of the rigid-rotor energy into distortion constants
  have e2 : (B * N) ^ 2 / stiffness B w = kratzerD B w * N ^ 2 := by
    rw [div_eq_iff ha.ne']
    linear_combination (-N ^ 2) * kratzer_relation hB hw
  have e3 : 3 * (B * N) ^ 3 / stiffness B w ^ 2 = sexticH B w * N ^ 3 := by
    rw [div_eq_iff (pow_ne_zero 2 ha.ne')]
    linear_combination (-N ^ 3) * sextic_relation hB hw
  have e4 : 13 * (B * N) ^ 4 / stiffness B w ^ 3 = 832 * B ^ 7 / w ^ 6 * N ^ 4 := by
    rw [div_eq_iff (pow_ne_zero 3 ha.ne')]
    linear_combination (-N ^ 4) * h4
  have h := relaxedEnergy_bounds ha (mul_nonneg hB.le hN0)
  rw [e2, e3, e4] at h
  unfold rotorLevel
  rw [← hN]
  exact h

end

end KratzerCentrifugalDistortion
```

Let \(B,w>0\). With \(N=J(J+1)\) and \(t=BN\), the two relations give \(t^2/a=DN^2\) and \(3t^3/a^2=HN^3\). Likewise \(13t^4/a^3=832B^7N^4/w^6\). The previous bounds become
\[ BN-DN^2 \le E_J \le BN-DN^2+HN^3, \]
where \(E_J\) is `rotorLevel B w J`, and \(E_J\) is at most \(832B^7N^4/w^6\) below the upper value. They hold for every \(J\), but are tight only while \(BN\) is small compared with \(a\). At \(J=0\) the bond is unstretched and all the bounds equal zero.

```lean
#print axioms KratzerCentrifugalDistortion.kratzer_relation
#print axioms KratzerCentrifugalDistortion.rotorLevel_bounds
```

```
'KratzerCentrifugalDistortion.kratzer_relation' depends on axioms: [propext, Classical.choice, Quot.sound]
'KratzerCentrifugalDistortion.rotorLevel_bounds' depends on axioms: [propext, Classical.choice, Quot.sound]
```
